# Orbital energies in the second derivative of $\mathrm{Tr}(C^TFC)$ at a stationary point, for fixed symmetric $F$

Take one orbital in a two-level system with $F=\mathrm{diag}(a,b)$, and rotate it from the first level towards the second:

$$c(t)=\begin{pmatrix}\cos t\\ \sin t\end{pmatrix},\qquad c(t)^TFc(t)=a\cos^2t+b\sin^2t .$$

The second derivative of this energy at $t=0$ is $2(b-a)$. The velocity $c'(0)=(0,1)^T$ accounts only for $2\,c'(0)^TFc'(0)=2b$. The remaining $-2a$ comes from the acceleration $c''(0)=(-1,0)^T$, which keeps the orbital normalised as it turns and contributes $2\,c''(0)^TFc(0)=-2a$. The occupied orbital energy thus enters through the constraint.

## The second derivative for several orbitals

Let $F$ be a fixed real symmetric matrix, and let the columns of $C(t)$ be orbitals in an orthonormal basis, with $C(t)^TC(t)=1$ for all $t$. The curve is differentiable everywhere and twice differentiable at $t=0$. Write $C_0=C(0)$, $X=C'(0)$ and $W(t)=\mathrm{Tr}(C(t)^TFC(t))$. If $FC_0=C_0E$ for some matrix $E$, then

$$W''(0)=2\,\mathrm{Tr}(X^TFX)-2\,\mathrm{Tr}(X^TXE).$$

The condition $FC_0=C_0E$ says that $F$ maps the occupied space into itself. This is the stationarity condition for $W$ under the orthonormality constraint. It does not require the occupied levels to be the lowest ones.

## Curvature along a trial direction and energy denominators at fixed $F$

A direct-minimisation code can use the curvature along a trial direction $X$ as second-order information. For a non-interacting problem with fixed $F$, the identity gives its value at a stationary point as $2\,\mathrm{Tr}\,X^T(FX-XE)$; away from stationarity the acceleration of the path can also contribute. A routine that returns only $FX$ omits the effect of the constraint.

The acceleration does not appear in the result. Two ways of restoring orthonormality after a step therefore give the same second derivative at a stationary point, provided that both produce curves of the required smoothness with the same velocity $X$. A finite-difference check of this second derivative can use either; it tests the number $\mathrm{Tr}\,X^T(FX-XE)$, not each entry of $FX-XE$.

In canonical orbitals the expression becomes a sum over squared rotation amplitudes with coefficients $2(\eta_a-\varepsilon_i)$, where $\varepsilon_i$ is an occupied energy and $\eta_a$ the energy of the level being mixed in. A diagonal preconditioner built from orbital-energy differences divides each occupied–virtual component of the gradient by such a difference, up to a constant factor.

## From the constraint to the orbital energies

Differentiating $C^TC=1$ gives, at every $t$,

$$C'^TC+C^TC'=0 .$$

Differentiating once more at $t=0$, with $A=C''(0)$, gives $A^TC_0+X^TX+X^TX+C_0^TA=0$, so

$$A^TC_0+C_0^TA=-2X^TX. \tag{1}$$

For the energy, the product rule gives $W'=\mathrm{Tr}(C'^TFC)+\mathrm{Tr}(C^TFC')$. The two traces are equal, because a trace is unchanged by transposition and $F$ is symmetric. Hence $W'(t)=2\,\mathrm{Tr}(C'(t)^TFC(t))$, and

$$W''(0)=2\,\mathrm{Tr}(A^TFC_0)+2\,\mathrm{Tr}(X^TFX). \tag{2}$$

Stationarity turns the first trace into $\mathrm{Tr}(A^TFC_0)=\mathrm{Tr}(A^TC_0E)$. Multiplying $FC_0=C_0E$ from the left by $C_0^T$ gives $E=C_0^TFC_0$, so $E$ is symmetric. Transposition and cyclicity of the trace then give

$$\mathrm{Tr}(C_0^TAE)=\mathrm{Tr}(EA^TC_0)=\mathrm{Tr}(A^TC_0E).$$

Now multiply (1) from the right by $E$ and take the trace. The two terms on the left are equal, so $2\,\mathrm{Tr}(A^TC_0E)=-2\,\mathrm{Tr}(X^TXE)$. Inserting this in (2) gives the identity.

For the canonical form, let $E=\mathrm{diag}(\varepsilon)$ and $X=VK$, where $V^TV=1$ and $FV=V\,\mathrm{diag}(\eta)$. Then $X^TFX=K^T\mathrm{diag}(\eta)K$ and $X^TX=K^TK$, and therefore

$$W''(0)=2\sum_{a,i}\eta_aK_{ai}^2-2\sum_{a,i}\varepsilon_iK_{ai}^2
=2\sum_{a,i}(\eta_a-\varepsilon_i)K_{ai}^2 .$$

## The Lean file

```lean
import Mathlib

open Matrix

namespace OrbitalCurvature

variable {n p : Type*}

/-- The matrix curve `C` has derivative `X` at time `t`, entry by entry. -/
def HasEntryDerivAt (C : ℝ → Matrix n p ℝ) (X : Matrix n p ℝ) (t : ℝ) : Prop :=
  ∀ i j, HasDerivAt (fun s => C s i j) (X i j) t

variable [Fintype n] [Fintype p]

/-- The energy `Tr(Cᵀ F C)` of the orbitals in the columns of `C`, for a fixed matrix `F`. -/
def bandEnergy (F : Matrix n n ℝ) (C : Matrix n p ℝ) : ℝ := (Cᵀ * F * C).trace

/-- A curve `C` of orthonormal orbitals with velocity `C'` at all times and
acceleration `A` at time zero. -/
structure IsOrbitalCurve [DecidableEq p] (C C' : ℝ → Matrix n p ℝ)
    (A : Matrix n p ℝ) : Prop where
  orthonormal : ∀ t, (C t)ᵀ * C t = 1
  velocity : ∀ t, HasEntryDerivAt C (C' t) t
  acceleration : HasEntryDerivAt C' A 0

omit [Fintype p] in
/-- Product rule for the overlap matrix `Aᵀ B` of two differentiable sets of orbitals. -/
theorem HasEntryDerivAt.transpose_mul {A B : ℝ → Matrix n p ℝ} {A' B' : Matrix n p ℝ}
    {t : ℝ} (hA : HasEntryDerivAt A A' t) (hB : HasEntryDerivAt B B' t) :
    HasEntryDerivAt (fun s => (A s)ᵀ * B s) (A'ᵀ * B t + (A t)ᵀ * B') t := by
  intro i j
  simp only [Matrix.mul_apply, Matrix.transpose_apply, Matrix.add_apply,
    ← Finset.sum_add_distrib]
  exact HasDerivAt.fun_sum fun k _ => (hA k i).fun_mul (hB k j)

/-- Product rule for `Tr(Aᵀ F B)` with a fixed matrix `F` and differentiable `A` and `B`. -/
theorem hasDerivAt_trace_form (F : Matrix n n ℝ) {A B : ℝ → Matrix n p ℝ}
    {A' B' : Matrix n p ℝ} {t : ℝ} (hA : HasEntryDerivAt A A' t)
    (hB : HasEntryDerivAt B B' t) :
    HasDerivAt (fun s => ((A s)ᵀ * F * B s).trace)
      ((A'ᵀ * F * B t).trace + ((A t)ᵀ * F * B').trace) t := by
  have hFB : HasEntryDerivAt (fun s => F * B s) (F * B') t := by
    intro i j
    simp only [Matrix.mul_apply]
    exact HasDerivAt.fun_sum fun k _ => (hB k j).const_mul (F i k)
  have h := hA.transpose_mul hFB
  have hs : HasDerivAt (fun s => ∑ i, ((A s)ᵀ * (F * B s)) i i)
      (∑ i, (A'ᵀ * (F * B t) + (A t)ᵀ * (F * B')) i i) t :=
    HasDerivAt.fun_sum fun i _ => h i i
  simp only [Matrix.mul_assoc, ← Matrix.trace_add]
  exact hs

/-- For symmetric `F` the form `Tr(Aᵀ F B)` is symmetric in `A` and `B`. -/
theorem trace_form_comm {F : Matrix n n ℝ} (hF : F.IsSymm) (A B : Matrix n p ℝ) :
    (Aᵀ * F * B).trace = (Bᵀ * F * A).trace := by
  rw [← Matrix.trace_transpose (Aᵀ * F * B)]
  simp only [Matrix.transpose_mul, Matrix.transpose_transpose, hF.eq, Matrix.mul_assoc]

variable [DecidableEq p]

/-- For orthonormal `C` with `F C = C E`, the matrix `E` is the matrix of `F` between
the orbitals, `E = Cᵀ F C`. -/
theorem orbitalEnergy_eq {F : Matrix n n ℝ} {C : Matrix n p ℝ} {E : Matrix p p ℝ}
    (hC : Cᵀ * C = 1) (hFC : F * C = C * E) : E = Cᵀ * F * C := by
  rw [Matrix.mul_assoc, hFC, ← Matrix.mul_assoc, hC, Matrix.one_mul]

/-- Along a curve of orthonormal orbitals the velocity `X` fixes part of the acceleration `A`
at time zero: `Aᵀ C + Cᵀ A = -2 Xᵀ X`. -/
theorem acceleration_constraint {C C' : ℝ → Matrix n p ℝ} {A : Matrix n p ℝ}
    (hc : IsOrbitalCurve C C' A) :
    Aᵀ * C 0 + (C 0)ᵀ * A = (-2 : ℝ) • ((C' 0)ᵀ * C' 0) := by
  -- first derivative of the constraint, at every time
  have h1 : ∀ t, (C' t)ᵀ * C t + (C t)ᵀ * C' t = 0 := by
    intro t
    ext i j
    have h := (hc.velocity t).transpose_mul (hc.velocity t) i j
    simp only [hc.orthonormal] at h
    rw [Matrix.zero_apply]
    exact h.unique (hasDerivAt_const t _)
  -- second derivative, at time zero
  ext i j
  have e1 := hc.acceleration.transpose_mul (hc.velocity 0) i j
  have e2 := (hc.velocity 0).transpose_mul hc.acceleration i j
  have h2 : HasDerivAt (fun s => ((C' s)ᵀ * C s) i j + ((C s)ᵀ * C' s) i j)
      ((Aᵀ * C 0 + (C' 0)ᵀ * C' 0) i j + ((C' 0)ᵀ * C' 0 + (C 0)ᵀ * A) i j) 0 :=
    e1.fun_add e2
  have hz : (fun s => ((C' s)ᵀ * C s) i j + ((C s)ᵀ * C' s) i j) = fun _ => (0 : ℝ) := by
    funext s
    rw [← Matrix.add_apply, h1 s, Matrix.zero_apply]
  rw [hz] at h2
  have h3 := h2.unique (hasDerivAt_const (0 : ℝ) (0 : ℝ))
  simp only [Matrix.add_apply, Matrix.smul_apply, smul_eq_mul] at h3 ⊢
  linarith

/-- Let `F` be symmetric and `C` a curve of orthonormal orbitals, differentiable at all times and
twice differentiable at time zero, with `F C = C E` at time zero. With `X` the velocity there, the
energy `Tr(Cᵀ F C)` has second derivative `2 Tr(Xᵀ F X) - 2 Tr(Xᵀ X E)` at time zero. -/
theorem bandEnergy_second_deriv {F : Matrix n n ℝ} (hF : F.IsSymm)
    {C C' : ℝ → Matrix n p ℝ} {A : Matrix n p ℝ} (hc : IsOrbitalCurve C C' A)
    {E : Matrix p p ℝ} (hFC : F * C 0 = C 0 * E) :
    HasDerivAt (deriv fun t => bandEnergy F (C t))
      (2 * ((C' 0)ᵀ * F * C' 0).trace - 2 * ((C' 0)ᵀ * C' 0 * E).trace) 0 := by
  have hd : (deriv fun t => bandEnergy F (C t)) =
      fun t => 2 * ((C' t)ᵀ * F * C t).trace := by
    funext t
    have h := hasDerivAt_trace_form F (hc.velocity t) (hc.velocity t)
    rw [trace_form_comm hF (C t) (C' t), ← two_mul] at h
    exact h.deriv
  rw [hd]
  refine ((hasDerivAt_trace_form F hc.acceleration (hc.velocity 0)).const_mul 2).congr_deriv ?_
  have hE : Eᵀ = E := by
    rw [orbitalEnergy_eq (hc.orthonormal 0) hFC]
    simp only [Matrix.transpose_mul, Matrix.transpose_transpose, hF.eq, Matrix.mul_assoc]
  -- the eigenvalue equation brings E into the acceleration term
  have h1 : (Aᵀ * F * C 0).trace = (Aᵀ * C 0 * E).trace := by
    rw [Matrix.mul_assoc, hFC, ← Matrix.mul_assoc]
  have h2 : ((C 0)ᵀ * A * E).trace = (Aᵀ * C 0 * E).trace := by
    rw [← Matrix.trace_transpose ((C 0)ᵀ * A * E), Matrix.transpose_mul,
      Matrix.transpose_mul, Matrix.transpose_transpose, hE, Matrix.trace_mul_comm]
  -- the constraint then removes the acceleration
  have h3 := congrArg (fun M => (M * E).trace) (acceleration_constraint hc)
  simp only [Matrix.add_mul, Matrix.smul_mul, Matrix.trace_add, Matrix.trace_smul,
    smul_eq_mul] at h3
  rw [h2] at h3
  rw [h1]
  linarith

/-- Let `F` be symmetric and `C` a curve of orthonormal orbitals, differentiable at all times and
twice differentiable at time zero. Let the orbitals at time zero be eigenvectors of `F` with
energies `ε`, and let the velocity be `V K` with `V` orthonormal eigenvectors of `F` with energies
`η`. Then the second derivative of the energy at time zero is `2 ∑ (η a - ε i) (K a i)²`. -/
theorem bandEnergy_second_deriv_canonical {v : Type*} [Fintype v] [DecidableEq v]
    {F : Matrix n n ℝ} (hF : F.IsSymm) {C C' : ℝ → Matrix n p ℝ} {A : Matrix n p ℝ}
    (hc : IsOrbitalCurve C C' A) {ε : p → ℝ} (hFC : F * C 0 = C 0 * diagonal ε)
    {V : Matrix n v ℝ} (hV : Vᵀ * V = 1) {η : v → ℝ} (hFV : F * V = V * diagonal η)
    {K : Matrix v p ℝ} (hX : C' 0 = V * K) :
    HasDerivAt (deriv fun t => bandEnergy F (C t))
      (2 * ∑ a, ∑ i, (η a - ε i) * K a i ^ 2) 0 := by
  refine (bandEnergy_second_deriv hF hc hFC).congr_deriv ?_
  have h1 : (C' 0)ᵀ * F * C' 0 = Kᵀ * (diagonal η * K) := by
    rw [hX, Matrix.transpose_mul]
    calc Kᵀ * Vᵀ * F * (V * K) = Kᵀ * (Vᵀ * (F * V) * K) := by
          simp only [Matrix.mul_assoc]
      _ = Kᵀ * (Vᵀ * V * diagonal η * K) := by
          rw [hFV]
          simp only [Matrix.mul_assoc]
      _ = Kᵀ * (diagonal η * K) := by rw [hV, Matrix.one_mul]
  have h2 : (C' 0)ᵀ * C' 0 = Kᵀ * K := by
    rw [hX, Matrix.transpose_mul]
    calc Kᵀ * Vᵀ * (V * K) = Kᵀ * (Vᵀ * V * K) := by simp only [Matrix.mul_assoc]
      _ = Kᵀ * K := by rw [hV, Matrix.one_mul]
  -- both traces as sums over pairs of orbitals
  have t1 : (Kᵀ * (diagonal η * K)).trace = ∑ a, ∑ i, η a * K a i ^ 2 := by
    simp only [Matrix.trace, Matrix.diag_apply, Matrix.mul_apply, Matrix.transpose_apply,
      Matrix.diagonal_apply, ite_mul, zero_mul, Finset.sum_ite_eq, Finset.mem_univ, if_true]
    rw [Finset.sum_comm]
    exact Finset.sum_congr rfl fun a _ => Finset.sum_congr rfl fun i _ => by ring
  have t2 : (Kᵀ * K * diagonal ε).trace = ∑ a, ∑ i, ε i * K a i ^ 2 := by
    simp only [Matrix.trace, Matrix.diag_apply, Matrix.mul_diagonal]
    simp only [Matrix.mul_apply, Matrix.transpose_apply, Finset.sum_mul]
    rw [Finset.sum_comm]
    exact Finset.sum_congr rfl fun a _ => Finset.sum_congr rfl fun i _ => by ring
  rw [h1, h2, t1, t2]
  simp only [sub_mul, Finset.sum_sub_distrib]
  ring

/-- One orbital in a two-level system, rotating from the first level towards the second. -/
noncomputable def rotatingOrbital (t : ℝ) : Matrix (Fin 2) (Fin 1) ℝ :=
  !![Real.cos t; Real.sin t]

/-- The rotating orbital is a curve of orthonormal orbitals, and at time zero it is an
eigenvector of the two-level matrix `diag(a, b)` with energy `a`. -/
theorem rotatingOrbital_witness (a b : ℝ) :
    IsOrbitalCurve rotatingOrbital (fun t => !![-Real.sin t; Real.cos t]) !![-1; 0] ∧
      !![a, 0; 0, b] * rotatingOrbital 0 = rotatingOrbital 0 * !![a] := by
  refine ⟨⟨?_, ?_, ?_⟩, ?_⟩
  · intro t
    ext i j
    fin_cases i
    fin_cases j
    simp [rotatingOrbital, Matrix.mul_apply, Fin.sum_univ_two, ← sq]
  · intro t i j
    fin_cases i <;> fin_cases j
    · exact Real.hasDerivAt_cos t
    · exact Real.hasDerivAt_sin t
  · intro i j
    fin_cases i <;> fin_cases j
    · have h := (Real.hasDerivAt_sin 0).fun_neg
      rw [Real.cos_zero] at h
      exact h
    · have h := Real.hasDerivAt_cos 0
      rw [Real.sin_zero, neg_zero] at h
      exact h
  · ext i j
    fin_cases i <;> fin_cases j <;>
      simp [rotatingOrbital, Matrix.mul_apply, Fin.sum_univ_succ]

/-- For the rotating orbital in the two-level system `diag(a, b)`, the second derivative of the
energy at time zero is `2 (b - a)`. -/
theorem rotatingOrbital_second_deriv (a b : ℝ) :
    HasDerivAt (deriv fun t => bandEnergy !![a, 0; 0, b] (rotatingOrbital t))
      (2 * (b - a)) 0 := by
  have hF : (!![a, 0; 0, b] : Matrix (Fin 2) (Fin 2) ℝ)ᵀ = !![a, 0; 0, b] := by
    ext i j
    fin_cases i <;> fin_cases j <;> rfl
  obtain ⟨hc, hE⟩ := rotatingOrbital_witness a b
  refine (bandEnergy_second_deriv hF hc hE).congr_deriv ?_
  simp [Matrix.trace, Matrix.mul_apply, Fin.sum_univ_succ]
  ring

end OrbitalCurvature
```

```lean
#print axioms OrbitalCurvature.bandEnergy_second_deriv_canonical
#print axioms OrbitalCurvature.rotatingOrbital_second_deriv
```

```
'OrbitalCurvature.bandEnergy_second_deriv_canonical' depends on axioms: [propext, Classical.choice, Quot.sound]
'OrbitalCurvature.rotatingOrbital_second_deriv' depends on axioms: [propext, Classical.choice, Quot.sound]
```

## Curves, energies and stationarity in the Lean statements

The types `n` and `p` label basis functions and orbitals. Both are finite in the energy theorems, and `C t` is a rectangular real matrix. `HasEntryDerivAt C X t` says that every matrix entry is differentiable at `t`, with the entries of `X` as derivatives. `bandEnergy F C` is $\mathrm{Tr}(C^TFC)$, with each orbital counted once; for doubly occupied orbitals this sum needs a further factor of two.

`IsOrbitalCurve C C' A` collects the assumptions on the path: orthonormality at all times, velocity `C' t` at all times, and acceleration `A` at time zero. In `bandEnergy_second_deriv`, the velocity $X$ is `C' 0`, `hF` is the symmetry of $F$, and `hFC` is stationarity. The matrix `E` is arbitrary apart from `hFC`; `orbitalEnergy_eq` proves that it equals $C_0^TFC_0$.

The conclusion is a `HasDerivAt` statement about `deriv fun t => bandEnergy F (C t)`. It says that the first derivative of the energy is itself differentiable at zero, with the stated value. Lean's `deriv` returns zero for a function that is not differentiable, but here the velocity assumption makes the energy differentiable at every time.

`bandEnergy_second_deriv_canonical` adds the eigenvector assumptions on the occupied orbitals and on `V`, and assumes that the velocity is `V * K`. If `V` holds only virtual orbitals, this restricts the velocity to occupied–virtual rotations.

## Product rules, uniqueness of derivatives and the trace step

`HasEntryDerivAt.transpose_mul` is the product rule for $A^TB$, obtained by differentiating a finite sum of products. Here $A$ and $B$ are any two differentiable matrix curves, and $A$ is not the acceleration. `hasDerivAt_trace_form` extends it to $\mathrm{Tr}(A^TFB)$, and `trace_form_comm` is the exchange of $A$ and $B$ allowed by the symmetry of $F$.

`acceleration_constraint` is equation (1). It computes the derivative of the overlap matrix by the product rule and compares it with the derivative of a constant; `unique` then forces the two to agree. This is done first for the overlap matrix at every time, and then for the resulting expression $C'^TC+C^TC'$ at time zero.

In `bandEnergy_second_deriv`, the step `hd` identifies the first derivative of the energy as a function of time. The product rule is then applied a second time, which gives (2). The facts `h1` and `h2` are the two trace identities for the acceleration term, `h3` is (1) multiplied by `E` and traced, and `linarith` combines them. The canonical theorem evaluates the two remaining traces as double sums in `t1` and `t2`.

`rotatingOrbital_witness` checks that the opening example satisfies the assumptions on the curve and the stationarity condition, with a one-by-one matrix `E` containing $a$. `rotatingOrbital_second_deriv` then obtains $2(b-a)$ from the general theorem.

## Fixed $F$, orthonormal bases and the sign of the curvature

The matrix $F$ does not change along the curve. In Hartree–Fock or Kohn–Sham theory it depends on the occupied orbitals, and the second derivative of the total energy has a response contribution that these theorems do not contain. The result therefore supplies the fixed-$F$ part of an SCF Hessian, not the whole of it.

The constraint is $C^TC=1$. Coefficients in a non-orthogonal basis, which satisfy $C^TSC=1$ with an overlap matrix $S$, must first be transformed to an orthonormal one. Complex orbitals and fractional occupations are not treated.

The formula holds at any stationary point, including saddle points and maxima, so the second derivative can have either sign; in the two-level example it is negative when $b<a$. The theorems give no convergence rate for a minimiser and no bound on rounding or finite-difference errors. They also take the curve as given: a code that constructs its path by a particular orthonormalisation must establish that the path has the required derivatives.
